# ⟨r⟩ and ⟨r²⟩ of hydrogen bound states from a hypervirial identity

A numerical solver for the radial hydrogen problem can be checked by computing the mean radius and the mean square radius from the orbital it returns, and comparing them with closed formulas. Both averages give weight to large distances, so they respond to a grid that ends too early. The formulas hold in nonrelativistic theory for one electron in the field of a fixed point nucleus of unit charge. They follow from the radial equation, the known energy levels and the behaviour of the orbital at both ends of the half-line, without its explicit form.

## From the radial equation to the moments

In atomic units, write the radial wave function as $u(r)/r$, with $u$ real and $\int_0^\infty u^2\,dr=1$. For a bound state with angular momentum quantum number $l$, principal quantum number $n$ and energy $E=-1/(2n^2)$, put $L=l(l+1)$ and $\varepsilon=-2E=1/n^2$. The radial equation is then

$$u''=Wu,\qquad W=\frac{L}{r^2}-\frac{2}{r}+\varepsilon .$$

For a smooth function $f$ on $r>0$, define

$$G=f u'^2-f' u u'+\left(\tfrac12 f''-fW\right)u^2 .$$

Differentiate and replace $u''$ by $Wu$:

$$\begin{aligned}G'={}&f'u'^2+2fWuu'-f''uu'-f'u'^2-f'Wu^2\\&+\left(\tfrac12f'''-f'W-fW'\right)u^2+\left(f''-2fW\right)uu' .\end{aligned}$$

The terms in $u'^2$ and in $uu'$ cancel, which leaves

$$G'=\left(\tfrac12 f'''-2f'W-fW'\right)u^2 .$$

If $G$ tends to zero at both ends and $G'$ is integrable, the integral of the right-hand side vanishes.

Now take $f=r^{k+1}$ and use $W'=-2L/r^3+2/r^2$. The bracket becomes

$$-2(k+1)\varepsilon\,r^k+2(2k+1)\,r^{k-1}-\tfrac k2\left(4L+1-k^2\right)r^{k-2}.$$

Write $\langle r^k\rangle=\int_0^\infty r^k u^2\,dr$, integrate and divide by $-2$. The result is the Kramers relation:

$$(k+1)\varepsilon\langle r^k\rangle-(2k+1)\langle r^{k-1}\rangle+\tfrac k4\left(4L+1-k^2\right)\langle r^{k-2}\rangle=0 .$$

Three values of $k$ are enough:

- $k=0$ gives $\langle 1/r\rangle=\varepsilon$.
- $k=1$ gives $2\varepsilon\langle r\rangle-3+L\varepsilon=0$, so $\langle r\rangle=\tfrac12(3n^2-L)$.
- $k=2$ gives $3\varepsilon\langle r^2\rangle-5\langle r\rangle+\tfrac12(4L-3)=0$, so $\langle r^2\rangle=\tfrac12n^2(5n^2+1-3L)$.

For the ground state, $n=1$ and $L=0$, the values are $\langle r\rangle=3/2$ and $\langle r^2\rangle=3$.

## The radial problem in Lean

```lean
import Mathlib

open MeasureTheory Set Filter Topology

namespace RadialHypervirial

noncomputable section
```

The form $G$ receives $f$, $f'$, $f''$, $W$, $u$ and $u'$ as six separate functions. The definition does not force `f1` to be the derivative of `f`; the theorems supply that link as a hypothesis.

```lean
/-- The quadratic form `G = f u'² - f' u u' + (f''/2 - f W) u²`, where `f1`, `f2` stand for
`f'`, `f''` and `v` for `u'`. -/
def G (f f1 f2 W u v : ℝ → ℝ) (r : ℝ) : ℝ :=
  f r * v r ^ 2 - f1 r * u r * v r + (f2 r / 2 - f r * W r) * u r ^ 2
```

The Coulomb coefficient fixes the units and the nuclear charge. Its parameters `L` and `ε` are arbitrary real numbers, so $L=l(l+1)$ is the physical case and not a requirement.

```lean
/-- The Coulomb coefficient `W = L/r² - 2/r + ε` of the radial equation `u'' = W u`,
for `r ≠ 0`. -/
def coulombW (L ε r : ℝ) : ℝ := L / r ^ 2 - 2 / r + ε
```

A moment is an integral over the open half-line `Ioi 0`. Its exponent is an integer, so that $\langle 1/r\rangle$ is `moment u (-1)`.

```lean
/-- The radial moment `⟨r^k⟩`, the integral of `r^k u²` over `r > 0`. -/
def moment (u : ℝ → ℝ) (k : ℤ) : ℝ := ∫ r in Ioi (0 : ℝ), r ^ k * u r ^ 2
```

The next definition inserts $f=r^{k+1}$ and its first two derivatives into $G$.

```lean
/-- The form `G` for the Coulomb coefficient and the power `f = r^(k+1)`, for `r > 0`. -/
def powerG (L ε : ℝ) (u v : ℝ → ℝ) (k : ℤ) : ℝ → ℝ :=
  G (fun r => r ^ (k + 1)) (fun r => ((k : ℝ) + 1) * r ^ k)
    (fun r => ((k : ℝ) + 1) * k * r ^ (k - 1)) (coulombW L ε) u v
```

The structure `BoundState` collects what is assumed of a state. The first two fields are the radial equation, written as the first-order pair $u'=v$, $v'=Wu$. The others are normalization, integrability of the moments from $\langle r^{-2}\rangle$ to $\langle r^2\rangle$, and the vanishing of $G$ at both ends for $f=r,r^2,r^3$.

```lean
/-- A normalized solution `u` of the radial Coulomb equation, with derivative `v`, whose moments
from `⟨r⁻²⟩` to `⟨r²⟩` are integrable and for which `G` with `f = r, r², r³` vanishes at both
ends of the half-line. -/
structure BoundState (L ε : ℝ) (u v : ℝ → ℝ) : Prop where
  deriv_u : ∀ r, 0 < r → HasDerivAt u (v r) r
  deriv_v : ∀ r, 0 < r → HasDerivAt v (coulombW L ε r * u r) r
  normalized : moment u 0 = 1
  integrable : ∀ k : ℤ, -2 ≤ k → k ≤ 2 → IntegrableOn (fun r => r ^ k * u r ^ 2) (Ioi 0)
  at_zero : ∀ k : ℤ, 0 ≤ k → k ≤ 2 → Tendsto (powerG L ε u v k) (𝓝[>] 0) (𝓝 0)
  at_infinity : ∀ k : ℤ, 0 ≤ k → k ≤ 2 → Tendsto (powerG L ε u v k) atTop (𝓝 0)
```

The two boundary fields stand for regular behaviour at the nucleus and decay at large distance. They are assumed here, not derived from the differential equation. Every hydrogen orbital satisfies them. Near the origin $u$ behaves as $r^{l+1}$ and $u'$ as $r^l$, so for $f=r^{k+1}$ each term of $G$ is at most of order $r^{k+2l+1}$; at large distance $u$ and $u'$ both fall off exponentially.

## The derivative and its integral

The first theorem is the pointwise formula for $G'$. The term `h` assembles the product rule, and `ring` carries out the cancellation shown above.

```lean
/-- If `u'' = W u`, then `G' = (f'''/2 - 2 f' W - f W') u²`. -/
theorem hasDerivAt_G {f f1 f2 W u v : ℝ → ℝ} {f3 W1 r : ℝ}
    (hf : HasDerivAt f (f1 r) r) (hf1 : HasDerivAt f1 (f2 r) r) (hf2 : HasDerivAt f2 f3 r)
    (hW : HasDerivAt W W1 r) (hu : HasDerivAt u (v r) r) (hv : HasDerivAt v (W r * u r) r) :
    HasDerivAt (G f f1 f2 W u v) ((f3 / 2 - 2 * f1 r * W r - f r * W1) * u r ^ 2) r := by
  have h := ((hf.fun_mul (hv.fun_pow 2)).fun_sub ((hf1.fun_mul hu).fun_mul hv)).fun_add
    (((hf2.div_const 2).fun_sub (hf.fun_mul hW)).fun_mul (hu.fun_pow 2))
  refine h.congr_deriv ?_
  simp only [Nat.cast_ofNat, show 2 - 1 = 1 from rfl, pow_one]
  ring
```

The second theorem integrates this formula for general $f$ and $W$. Despite its name, `hypervirial` concerns a single radial equation on the half-line, not commutators of general operators.

```lean
/-- If `u'' = W u` on `r > 0`, `G` vanishes at both ends and `G'` is integrable, then the integral
of `(f'''/2 - 2 f' W - f W') u²` over `r > 0` is zero. -/
theorem hypervirial {f f1 f2 f3 W W1 u v : ℝ → ℝ}
    (hf : ∀ r, 0 < r → HasDerivAt f (f1 r) r) (hf1 : ∀ r, 0 < r → HasDerivAt f1 (f2 r) r)
    (hf2 : ∀ r, 0 < r → HasDerivAt f2 (f3 r) r) (hW : ∀ r, 0 < r → HasDerivAt W (W1 r) r)
    (hu : ∀ r, 0 < r → HasDerivAt u (v r) r) (hv : ∀ r, 0 < r → HasDerivAt v (W r * u r) r)
    (hint : IntegrableOn
      (fun r => (f3 r / 2 - 2 * f1 r * W r - f r * W1 r) * u r ^ 2) (Ioi 0))
    (h0 : Tendsto (G f f1 f2 W u v) (𝓝[>] 0) (𝓝 0))
    (hinf : Tendsto (G f f1 f2 W u v) atTop (𝓝 0)) :
    ∫ r in Ioi (0 : ℝ), (f3 r / 2 - 2 * f1 r * W r - f r * W1 r) * u r ^ 2 = 0 := by
  -- extend `G` to the origin by its limit
  have hc : ContinuousWithinAt (Function.update (G f f1 f2 W u v) 0 0) (Ici 0) 0 := by
    rw [continuousWithinAt_update_same]
    exact h0.mono_left (nhdsWithin_mono 0 (fun x hx =>
      mem_Ioi.mpr (lt_of_le_of_ne (mem_Ici.mp hx.1) (fun h => hx.2 h.symm))))
  have hd : ∀ r ∈ Ioi (0 : ℝ), HasDerivAt (Function.update (G f f1 f2 W u v) 0 0)
      ((f3 r / 2 - 2 * f1 r * W r - f r * W1 r) * u r ^ 2) r := by
    intro r hr
    refine (hasDerivAt_G (hf r hr) (hf1 r hr) (hf2 r hr) (hW r hr) (hu r hr)
      (hv r hr)).congr_of_eventuallyEq ?_
    filter_upwards [Ioi_mem_nhds hr] with y hy
    exact Function.update_of_ne (mem_Ioi.mp hy).ne' _ _
  have ht : Tendsto (Function.update (G f f1 f2 W u v) 0 0) atTop (𝓝 0) := by
    refine hinf.congr' ?_
    filter_upwards [eventually_gt_atTop (0 : ℝ)] with y hy
    exact (Function.update_of_ne hy.ne' _ _).symm
  rw [integral_Ioi_of_hasDerivAt_of_tendsto hc hd hint ht, Function.update_self, sub_zero]
```

The proof turns on the Mathlib theorem `integral_Ioi_of_hasDerivAt_of_tendsto`, the fundamental theorem of calculus on a half-line. It asks for a function that is continuous from the right at the left endpoint, has the given integrable derivative beyond it, and has a limit at infinity. The integral is then that limit minus the value at the endpoint.

The hypotheses on $G$ give a limit as $r\to0^+$ but say nothing about its value at $r=0$. `Function.update (G f f1 f2 W u v) 0 0` therefore changes $G$ at that one point, giving it the value $0$. The lemma `continuousWithinAt_update_same` turns continuity of the changed function into the limit statement `h0`. Every $r>0$ has a neighbourhood that avoids the origin, so the derivative there is unaffected, and so is the limit at infinity. The integral is $0-0$.

## The Kramers relation and the two averages

The theorem `kramers` holds for every integer `k` for which the three moments are integrable and $G$ vanishes at the ends. These hypotheses take the place of the usual condition relating $k$ to $l$.

In the proof, `hW` computes $W'$, and `key` rewrites the integrand as the combination of three powers found by hand. To do so it expresses each power as $r^{k-2}$ times a small power of $r$. Integrability of the three moments then gives integrability of $G'$ and allows the integral to be split. The last line divides by $-2$.

```lean
/-- The Kramers relation between three successive moments of a solution of the radial Coulomb
equation, for integrable moments and `G` with `f = r^(k+1)` vanishing at both ends. -/
theorem kramers {L ε : ℝ} {u v : ℝ → ℝ} (k : ℤ)
    (hu : ∀ r, 0 < r → HasDerivAt u (v r) r)
    (hv : ∀ r, 0 < r → HasDerivAt v (coulombW L ε r * u r) r)
    (i0 : IntegrableOn (fun r => r ^ k * u r ^ 2) (Ioi 0))
    (i1 : IntegrableOn (fun r => r ^ (k - 1) * u r ^ 2) (Ioi 0))
    (i2 : IntegrableOn (fun r => r ^ (k - 2) * u r ^ 2) (Ioi 0))
    (h0 : Tendsto (powerG L ε u v k) (𝓝[>] 0) (𝓝 0))
    (hinf : Tendsto (powerG L ε u v k) atTop (𝓝 0)) :
    (k + 1) * ε * moment u k - (2 * k + 1) * moment u (k - 1)
      + k / 4 * (4 * L + 1 - k ^ 2) * moment u (k - 2) = 0 := by
  have hW : ∀ r, 0 < r → HasDerivAt (coulombW L ε) (-2 * L / r ^ 3 + 2 / r ^ 2) r := by
    intro r hr
    have h := (((hasDerivAt_const r L).fun_div (hasDerivAt_pow 2 r) (pow_ne_zero 2 hr.ne')).fun_sub
      ((hasDerivAt_const r (2 : ℝ)).fun_div (hasDerivAt_id' r) hr.ne')).add_const ε
    refine h.congr_deriv ?_
    simp only [Nat.cast_ofNat, show 2 - 1 = 1 from rfl, pow_one]
    field_simp
    ring
  -- the integrand is a combination of three powers of `r`
  have key : ∀ r : ℝ, 0 < r →
      (((k : ℝ) + 1) * k * (k - 1) * r ^ (k - 2) / 2 - 2 * (((k : ℝ) + 1) * r ^ k) * coulombW L ε r
        - r ^ (k + 1) * (-2 * L / r ^ 3 + 2 / r ^ 2)) * u r ^ 2
      = -2 * (k + 1) * ε * (r ^ k * u r ^ 2) + 2 * (2 * k + 1) * (r ^ (k - 1) * u r ^ 2)
        + -(k / 2 * (4 * L + 1 - k ^ 2)) * (r ^ (k - 2) * u r ^ 2) := by
    intro r hr
    have e1 : r ^ (k - 1) = r ^ (k - 2) * r := by
      rw [← zpow_add_one₀ hr.ne']
      congr 1
      omega
    have e2 : r ^ k = r ^ (k - 2) * r * r := by
      rw [← zpow_add_one₀ hr.ne', ← zpow_add_one₀ hr.ne']
      congr 1
      omega
    rw [zpow_add_one₀ hr.ne', e2, e1, coulombW]
    generalize r ^ (k - 2) = p
    field_simp
    ring
  have hA : Integrable (fun r => -2 * ((k : ℝ) + 1) * ε * (r ^ k * u r ^ 2))
      (volume.restrict (Ioi 0)) := Integrable.const_mul i0 _
  have hB : Integrable (fun r => 2 * (2 * (k : ℝ) + 1) * (r ^ (k - 1) * u r ^ 2))
      (volume.restrict (Ioi 0)) := Integrable.const_mul i1 _
  have hC : Integrable (fun r => -((k : ℝ) / 2 * (4 * L + 1 - k ^ 2)) * (r ^ (k - 2) * u r ^ 2))
      (volume.restrict (Ioi 0)) := Integrable.const_mul i2 _
  have hAB : Integrable (fun r => -2 * ((k : ℝ) + 1) * ε * (r ^ k * u r ^ 2)
      + 2 * (2 * (k : ℝ) + 1) * (r ^ (k - 1) * u r ^ 2)) (volume.restrict (Ioi 0)) := hA.add hB
  have hz := hypervirial (f := fun r => r ^ (k + 1)) (f1 := fun r => ((k : ℝ) + 1) * r ^ k)
    (f2 := fun r => ((k : ℝ) + 1) * k * r ^ (k - 1))
    (f3 := fun r => ((k : ℝ) + 1) * k * (k - 1) * r ^ (k - 2))
    (fun r hr => (hasDerivAt_zpow (k + 1) r (Or.inl hr.ne')).congr_deriv (by simp))
    (fun r hr => ((hasDerivAt_zpow k r (Or.inl hr.ne')).const_mul ((k : ℝ) + 1)).congr_deriv
      (mul_assoc _ _ _).symm)
    (fun r hr => ((hasDerivAt_zpow (k - 1) r (Or.inl hr.ne')).const_mul
      (((k : ℝ) + 1) * k)).congr_deriv (by
        rw [show k - 1 - 1 = k - 2 by ring]
        push_cast
        ring))
    hW hu hv
    (IntegrableOn.congr_fun (hAB.add hC) (fun r hr => (key r hr).symm) measurableSet_Ioi) h0 hinf
  rw [setIntegral_congr_fun measurableSet_Ioi (fun r hr => key r hr), integral_add hAB hC,
    integral_add hA hB, integral_const_mul, integral_const_mul, integral_const_mul] at hz
  unfold moment
  linear_combination (-1 / 2) * hz
```

Setting $k=0$ removes the third term, and normalization gives the mean inverse radius.

```lean
/-- In a normalized Coulomb bound state the mean inverse radius is `⟨1/r⟩ = ε`. -/
theorem mean_inverse_radius {L ε : ℝ} {u v : ℝ → ℝ} (h : BoundState L ε u v) :
    moment u (-1) = ε := by
  have h0 := kramers 0 h.deriv_u h.deriv_v (h.integrable _ (by norm_num) (by norm_num))
    (h.integrable _ (by norm_num) (by norm_num)) (h.integrable _ (by norm_num) (by norm_num))
    (h.at_zero 0 (by norm_num) (by norm_num)) (h.at_infinity 0 (by norm_num) (by norm_num))
  norm_num [h.normalized] at h0
  linarith
```

The cases $k=1$ and $k=2$ give the two averages. The principal quantum number enters as a real `n` with `ε * n ^ 2 = 1`; that it is an integer is neither assumed nor proved. The two `linear_combination` steps multiply the Kramers relations by $n^2$ and use this equation to eliminate $\varepsilon$.

```lean
/-- In a normalized Coulomb bound state with `ε = 1/n²`, the mean radius is `(3n² - L)/2` and the
mean square radius is `n²(5n² + 1 - 3L)/2`. -/
theorem mean_radius_and_square {L ε n : ℝ} {u v : ℝ → ℝ} (h : BoundState L ε u v)
    (hn : ε * n ^ 2 = 1) :
    moment u 1 = (3 * n ^ 2 - L) / 2 ∧
      moment u 2 = n ^ 2 * (5 * n ^ 2 + 1 - 3 * L) / 2 := by
  have h1 := kramers 1 h.deriv_u h.deriv_v (h.integrable _ (by norm_num) (by norm_num))
    (h.integrable _ (by norm_num) (by norm_num)) (h.integrable _ (by norm_num) (by norm_num))
    (h.at_zero 1 (by norm_num) (by norm_num)) (h.at_infinity 1 (by norm_num) (by norm_num))
  have h2 := kramers 2 h.deriv_u h.deriv_v (h.integrable _ (by norm_num) (by norm_num))
    (h.integrable _ (by norm_num) (by norm_num)) (h.integrable _ (by norm_num) (by norm_num))
    (h.at_zero 2 (by norm_num) (by norm_num)) (h.at_infinity 2 (by norm_num) (by norm_num))
  norm_num [h.normalized, mean_inverse_radius h] at h1 h2
  have m1 : moment u 1 = (3 * n ^ 2 - L) / 2 := by
    linear_combination n ^ 2 / 2 * h1 - (moment u 1 + L / 2) * hn
  refine ⟨m1, ?_⟩
  linear_combination n ^ 2 / 3 * h2 - moment u 2 * hn + 5 * n ^ 2 / 3 * m1
```

## The ground state satisfies the assumptions

A concrete state shows that `BoundState` is not an empty notion. It is the hydrogen ground state $u=2re^{-r}$, with its derivative.

```lean
/-- The radial function `2 r exp(-r)`. -/
def groundU (r : ℝ) : ℝ := 2 * r * Real.exp (-r)

/-- The function `2 (1 - r) exp(-r)`, the derivative of `2 r exp(-r)`. -/
def groundV (r : ℝ) : ℝ := 2 * (1 - r) * Real.exp (-r)
```

Normalization needs the integral $\int_0^\infty r^m e^{-2r}\,dr=m!/2^{m+1}$, obtained from Mathlib's Gamma integral.

```lean
/-- The integral of `r^m exp(-2r)` over `r > 0` is `m!/2^(m+1)`. -/
theorem exp_moment (m : ℕ) : ∫ r in Ioi (0 : ℝ), r ^ m * Real.exp (-(2 * r))
    = (1 / 2) ^ m * (1 / 2) * (m.factorial : ℝ) := by
  have h := Real.integral_rpow_mul_exp_neg_mul_Ioi (a := (m : ℝ) + 1) (r := 2)
    (by positivity) two_pos
  rw [Real.Gamma_nat_eq_factorial, Real.rpow_add_one (by norm_num)] at h
  simp only [add_sub_cancel_right, Real.rpow_natCast] at h
  exact h
```

The last theorem verifies each field for $L=0$ and $\varepsilon=1$. For integrability it uses Mathlib's convention that a non-integrable function has integral zero: the integral just computed is positive, so the function is integrable. For the boundary fields, `hG` establishes

$$G=\left[2k(k-1)r^{k+1}+4(k+1)r^{k+2}\right]e^{-2r},$$

with `m` in place of $k$, and this tends to zero at both ends. Excited states would need the same verification before the formulas could be applied to them in Lean.

```lean
/-- The function `u = 2 r exp(-r)` is a normalized Coulomb bound state with `L = 0`, `ε = 1`. -/
theorem boundState_witness : BoundState 0 1 groundU groundV := by
  have hexp : ∀ r : ℝ, Real.exp (-(2 * r)) = Real.exp (-r) * Real.exp (-r) := by
    intro r
    rw [← Real.exp_add]
    congr 1
    ring
  -- closed form of `G` for every power
  have hG : ∀ (m : ℕ) (r : ℝ), 0 < r →
      (2 * (m : ℝ) * (m - 1) * (r ^ (m + 1) * Real.exp (-r))
        + 4 * ((m : ℝ) + 1) * (r ^ (m + 2) * Real.exp (-r))) * Real.exp (-r)
      = powerG 0 1 groundU groundV m r := by
    intro m r hr
    simp only [powerG, G, coulombW, groundU, groundV, zpow_add_one₀ hr.ne',
      zpow_sub_one₀ hr.ne', zpow_natCast, Int.cast_natCast, pow_add]
    generalize r ^ m = p
    field_simp
    ring
  refine ⟨fun r _ => ?_, fun r hr => ?_, ?_, fun k hk _ => ?_, fun k hk _ => ?_, fun k hk _ => ?_⟩
  · refine (((hasDerivAt_id' r).const_mul 2).fun_mul
      (hasDerivAt_id' r).fun_neg.exp).congr_deriv ?_
    unfold groundV
    ring
  · refine ((((hasDerivAt_id' r).const_sub 1).const_mul 2).fun_mul
      (hasDerivAt_id' r).fun_neg.exp).congr_deriv ?_
    unfold coulombW groundU
    field_simp
    ring
  · have e : (fun r : ℝ => r ^ (0 : ℤ) * groundU r ^ 2)
        = fun r => 4 * (r ^ 2 * Real.exp (-(2 * r))) := by
      funext r
      rw [zpow_zero, hexp, groundU]
      ring
    rw [moment, e, integral_const_mul, exp_moment]
    norm_num [Nat.factorial]
  · obtain ⟨m, hm⟩ := Int.eq_ofNat_of_zero_le (show 0 ≤ k + 2 by omega)
    have hi : IntegrableOn (fun r : ℝ => r ^ m * Real.exp (-(2 * r))) (Ioi 0) := by
      by_contra hc
      have hpos : 0 < (1 / 2 : ℝ) ^ m * (1 / 2) * (m.factorial : ℝ) := by positivity
      rw [← exp_moment m, integral_undef hc] at hpos
      exact lt_irrefl _ hpos
    refine IntegrableOn.congr_fun (Integrable.const_mul hi 4) (fun r hr => ?_) measurableSet_Ioi
    have em : r ^ m = r ^ k * r ^ 2 := by
      rw [← zpow_natCast r m, ← hm, zpow_add₀ (mem_Ioi.mp hr).ne', zpow_ofNat]
    simp only [em, hexp, groundU]
    ring
  · lift k to ℕ using hk
    have hc : Continuous (fun r : ℝ => (2 * (k : ℝ) * (k - 1) * (r ^ (k + 1) * Real.exp (-r))
        + 4 * ((k : ℝ) + 1) * (r ^ (k + 2) * Real.exp (-r))) * Real.exp (-r)) := by fun_prop
    refine ((hc.tendsto' 0 0 (by simp)).mono_left nhdsWithin_le_nhds).congr' ?_
    filter_upwards [self_mem_nhdsWithin] with r hr
    exact hG k r hr
  · lift k to ℕ using hk
    have ht := ((((Real.tendsto_pow_mul_exp_neg_atTop_nhds_zero (k + 1)).const_mul
      (2 * (k : ℝ) * (k - 1))).add ((Real.tendsto_pow_mul_exp_neg_atTop_nhds_zero
      (k + 2)).const_mul (4 * ((k : ℝ) + 1)))).mul Real.tendsto_exp_neg_atTop_nhds_zero)
    rw [mul_zero] at ht
    refine ht.congr' ?_
    filter_upwards [eventually_gt_atTop (0 : ℝ)] with r hr
    exact hG k r hr

end

end RadialHypervirial
```

```lean
#print axioms RadialHypervirial.mean_radius_and_square
```

```
'RadialHypervirial.mean_radius_and_square' depends on axioms: [propext, Classical.choice, Quot.sound]
```
